# The second-order trace for two coupled fragments is twice the trace of one round trip between them

Two fragments with finitely many polarisability components have real response matrices `α` and `β`, which form a block-diagonal joint response, and they are coupled only to each other, through `T` one way and its transpose the other. The declaration states that the trace of the square of response times coupling equals twice the trace of `α * T * β * Tᵀ`. The matrices are otherwise arbitrary: neither symmetry nor positivity of `α` and `β` is assumed. The attempt multiplies out the block matrices, splits the trace into those of the two diagonal blocks, removes the zero terms, and uses the cyclic property of the trace to show that the two remaining contributions are equal.

An attempt in Lean 4 with a fault in it:

```lean
import Mathlib

open Matrix

namespace BipartiteDispersion

noncomputable section

section Fragments

variable {a b : Type*} [Fintype a] [DecidableEq a] [Fintype b] [DecidableEq b]

/-- The joint polarisability of two separate fragments. -/
def response (α : Matrix a a ℝ) (β : Matrix b b ℝ) : Matrix (a ⊕ b) (a ⊕ b) ℝ :=
  Matrix.fromBlocks α 0 0 β

/-- The symmetric coupling of two fragments through the interaction tensor `T`. -/
def coupling (T : Matrix a b ℝ) : Matrix (a ⊕ b) (a ⊕ b) ℝ :=
  Matrix.fromBlocks 0 T Tᵀ 0

/-- The second-order trace is twice the trace of polarisability, interaction,
polarisability and interaction back. -/
theorem second_order_trace (α : Matrix a a ℝ) (β : Matrix b b ℝ) (T : Matrix a b ℝ) :
    ((response α β * coupling T) ^ 2).trace = 2 * (α * T * β * Tᵀ).trace := by
  rw [response, coupling, pow_two, Matrix.fromBlocks_multiply,
    Matrix.fromBlocks_multiply, Matrix.trace_fromBlocks]
  simp only [Matrix.zero_mul, Matrix.mul_zero, add_zero, zero_add]
  rw [Matrix.trace_mul_comm (β * Tᵀ) (α * T), ← two_mul, Matrix.mul_assoc (α * T) β Tᵀ]

end Fragments

end

end BipartiteDispersion
```

Messages:

```
Main.lean:26:32: error(lean.unknownIdentifier): Unknown constant `Matrix.trace_fromBlocks`
Main.lean:24:76: error: unsolved goals
a : Type u_1
b : Type u_2
inst✝³ : Fintype a
inst✝² : DecidableEq a
inst✝¹ : Fintype b
inst✝ : DecidableEq b
α : Matrix a a ℝ
β : Matrix b b ℝ
T : Matrix a b ℝ
⊢ (fromBlocks ((α * 0 + 0 * Tᵀ) * (α * 0 + 0 * Tᵀ) + (α * T + 0 * 0) * (0 * 0 + β * Tᵀ))
        ((α * 0 + 0 * Tᵀ) * (α * T + 0 * 0) + (α * T + 0 * 0) * (0 * T + β * 0))
        ((0 * 0 + β * Tᵀ) * (α * 0 + 0 * Tᵀ) + (0 * T + β * 0) * (0 * 0 + β * Tᵀ))
        ((0 * 0 + β * Tᵀ) * (α * T + 0 * 0) + (0 * T + β * 0) * (0 * T + β * 0))).trace =
    2 * (α * T * β * Tᵀ).trace
```

What went wrong. The first message says that Lean knows no constant called `Matrix.trace_fromBlocks`. The rewrite therefore had no lemma with which to split the trace of the block matrix. The second message is a consequence of the first: it shows the goal as the earlier rewrites had left it, with the blocks multiplied out but still under a single trace.

The repair proves the missing fact locally as `ht`: for any four blocks of the right shapes, the trace of `Matrix.fromBlocks A B C D` is `A.trace + D.trace`. Its proof unfolds `Matrix.trace` into a sum over diagonal entries and uses `Fintype.sum_sum_type` to split that sum over `a ⊕ b` into one over `a` and one over `b`. Putting `ht` in place of the unknown name lets the rewrite finish, and the remaining lines then close the goal unchanged. The added comment only describes `ht` and has no effect on the proof.

This version goes through:

```diff
@@ -23,6 +23,11 @@
 theorem second_order_trace (α : Matrix a a ℝ) (β : Matrix b b ℝ) (T : Matrix a b ℝ) :
     ((response α β * coupling T) ^ 2).trace = 2 * (α * T * β * Tᵀ).trace := by
+  -- the trace of a block matrix is the sum of the traces of its diagonal blocks
+  have ht : ∀ (A : Matrix a a ℝ) (B : Matrix a b ℝ) (C : Matrix b a ℝ) (D : Matrix b b ℝ),
+      (Matrix.fromBlocks A B C D).trace = A.trace + D.trace := by
+    intro A B C D
+    simp [Matrix.trace, Fintype.sum_sum_type]
   rw [response, coupling, pow_two, Matrix.fromBlocks_multiply,
-    Matrix.fromBlocks_multiply, Matrix.trace_fromBlocks]
+    Matrix.fromBlocks_multiply, ht]
   simp only [Matrix.zero_mul, Matrix.mul_zero, add_zero, zero_add]
   rw [Matrix.trace_mul_comm (β * Tᵀ) (α * T), ← two_mul, Matrix.mul_assoc (α * T) β Tᵀ]
```
